# Two Green's-function poles of the half-filled repulsive Hubbard dimer with zero site energy lie outside the range of its two-electron levels

A pole of the one-electron Green's function is an energy difference between sectors whose electron numbers differ by one, so it need not be an energy level of the $N$-electron system. The Hubbard dimer, a model with two sites and one orbital on each, is an example. With the site energy set to zero, hopping $t>0$ and on-site repulsion $U>0$, one pole lies below every two-electron level and another above every one.

## Three sectors of the dimer

```lean
import Mathlib

open Matrix

namespace HubbardDimerLehmann

noncomputable section
```

Mathlib supplies the matrices. In what follows, `*ᵥ` is matrix times vector, `⬝ᵥ` the dot product and `•` multiplication by a number.

```lean
/-- One electron on the dimer, with hopping amplitude `-t` between the two sites. -/
def oneElectron (t : ℝ) : Matrix (Fin 2) (Fin 2) ℝ := !![0, -t; -t, 0]
```

A single electron hops between the sites with amplitude $-t$. Its bonding state $(1,1)/\sqrt2$ has energy $-t$, its antibonding state $(1,-1)/\sqrt2$ energy $+t$.

```lean
/-- Two electrons with Sz = 0, in the basis (site of the up electron, site of the down electron)
= (1,1), (1,2), (2,1), (2,2); double occupation costs `U`. -/
def twoElectron (t U : ℝ) : Matrix (Fin 4) (Fin 4) ℝ :=
  !![U, -t, -t, 0; -t, 0, 0, -t; -t, 0, 0, -t; 0, -t, -t, U]
```

With one electron of each spin there are four configurations $|i,j\rangle$, the up electron on site $i$ and the down electron on site $j$. Double occupation costs $U$. Lean counts from 0, so a vector $(v_0,v_1,v_2,v_3)$ lists the amplitudes of $|1,1\rangle,|1,2\rangle,|2,1\rangle,|2,2\rangle$.

```lean
/-- Two up electrons and one down electron, in the basis given by the site of the down electron. -/
def threeElectron (t U : ℝ) : Matrix (Fin 2) (Fin 2) ℝ := !![U, -t; -t, U]
```

Two up electrons fill both sites, and only the down electron can move. It always meets an up electron, hence $U$ on the diagonal.

```lean
/-- Removal of an up electron from site 1; the down electron stays where it is. -/
def removeUp : Matrix (Fin 2) (Fin 4) ℝ := !![1, 0, 0, 0; 0, 1, 0, 0]
```

This is the annihilation operator for an up electron on site 1, as a map from two electrons to one.

```lean
/-- Addition of an up electron on site 1, which is possible if the up electron present is on
site 2. -/
def addUp : Matrix (Fin 2) (Fin 4) ℝ := !![0, 0, 1, 0; 0, 0, 0, 1]
```

This is the corresponding creation operator, from two electrons to three. With the up operators written to the left of the down operator, ordered by site, all signs are positive.

## Levels and poles as definitions

```lean
/-- `e` is an energy level of the Hamiltonian matrix `H`: it has a non-zero eigenvector. -/
def IsLevel {n : Type} [Fintype n] (H : Matrix n n ℝ) (e : ℝ) : Prop :=
  ∃ v : n → ℝ, v ≠ 0 ∧ H *ᵥ v = e • v
```

A level is an eigenvalue with a non-zero eigenvector. Real vectors suffice because the matrices are real and symmetric.

```lean
/-- The energy `E = (U - √(U² + 16t²))/2`. -/
def groundEnergy (t U : ℝ) : ℝ := (U - √(U ^ 2 + 16 * t ^ 2)) / 2
```

This is the candidate ground-state energy, $E=\tfrac12\left(U-\sqrt{U^2+16t^2}\right)$.

```lean
/-- The two-electron vector `(-E, 2t, 2t, -E)`, not normalised. -/
def groundState (t U : ℝ) : Fin 4 → ℝ :=
  ![-groundEnergy t U, 2 * t, 2 * t, -groundEnergy t U]
```

The vector $(-E,2t,2t,-E)$ has squared norm $2E^2+8t^2$. Leaving it unnormalised does not affect whether an overlap vanishes.

```lean
/-- `ω` is a removal pole: `ω = E - E'` for a one-electron eigenvector of energy `E'` that overlaps
with the vector `groundState t U` after removal of an up electron from site 1. -/
def IsRemovalPole (t U ω : ℝ) : Prop :=
  ∃ φ : Fin 2 → ℝ, oneElectron t *ᵥ φ = (groundEnergy t U - ω) • φ ∧
    φ ⬝ᵥ (removeUp *ᵥ groundState t U) ≠ 0
```

In the Lehmann representation, the removal part of the Green's function has a pole at $\omega=E-E'$ for each one-electron energy $E'$ whose eigenvector $\varphi$ overlaps with the ground state after removal. The file takes this criterion as its definition of a pole; it does not construct the Green's function or derive the representation. The non-zero overlap already forces $\varphi\neq0$. Energies are absolute, with the site energy set to zero and no chemical potential subtracted.

```lean
/-- `ω` is an addition pole: `ω = E' - E` for a three-electron eigenvector of energy `E'` that
overlaps with the vector `groundState t U` after addition of an up electron on site 1. -/
def IsAdditionPole (t U ω : ℝ) : Prop :=
  ∃ φ : Fin 2 → ℝ, threeElectron t U *ᵥ φ = (groundEnergy t U + ω) • φ ∧
    φ ⬝ᵥ (addUp *ᵥ groundState t U) ≠ 0
```

For addition, $\omega=E'-E$ with $E'$ a three-electron energy. Both definitions concern the up-spin Green's function on site 1 at zero temperature.

## The two-electron spectrum

```lean
/-- For non-zero hopping, `E` is negative and solves the secular equation `E² = UE + 4t²`. -/
theorem groundEnergy_spec {t : ℝ} (U : ℝ) (ht : t ≠ 0) :
    groundEnergy t U < 0 ∧ groundEnergy t U ^ 2 = U * groundEnergy t U + 4 * t ^ 2 := by
  have h := Real.sq_sqrt (show 0 ≤ U ^ 2 + 16 * t ^ 2 by positivity)
  have ht2 : 0 < t ^ 2 := by positivity
  have hs : U < √(U ^ 2 + 16 * t ^ 2) := Real.lt_sqrt_of_sq_lt (by linarith)
  unfold groundEnergy
  constructor
  · linarith
  · linear_combination h / 4
```

For $t\neq0$ the root exceeds $U$, so $E<0$. Squaring $2E-U=-\sqrt{U^2+16t^2}$ gives $E^2=UE+4t^2$. In the proof, `linear_combination` performs this last step by checking an algebraic identity.

```lean
/-- Each root `e` of the secular equation `e² = Ue + 4t²` satisfies the two-electron eigenvalue
equation with the vector `(-e, 2t, 2t, -e)`. -/
theorem secular_vector {t U e : ℝ} (h : e ^ 2 = U * e + 4 * t ^ 2) :
    twoElectron t U *ᵥ ![-e, 2 * t, 2 * t, -e] = e • ![-e, 2 * t, 2 * t, -e] := by
  ext i
  fin_cases i <;> simp [twoElectron, Matrix.mulVec, dotProduct, Fin.sum_univ_four] <;> linarith
```

Let $e^2=Ue+4t^2$. The first row of the matrix acting on $(-e,2t,2t,-e)$ gives $-Ue-4t^2=-e^2$, and the second gives $2te$. These are $e$ times the entries $-e$ and $2t$. The other two rows repeat them.

```lean
/-- The two-electron levels with Sz = 0 are exactly `0`, `U` and `(U ± √(U² + 16t²))/2`. -/
theorem twoElectron_levels (t U μ : ℝ) :
    IsLevel (twoElectron t U) μ ↔ μ = 0 ∨ μ = U ∨
      μ = (U - √(U ^ 2 + 16 * t ^ 2)) / 2 ∨ μ = (U + √(U ^ 2 + 16 * t ^ 2)) / 2 := by
  have hs := Real.sq_sqrt (show 0 ≤ U ^ 2 + 16 * t ^ 2 by positivity)
  constructor
  · rintro ⟨v, hv, h⟩
    by_cases h0 : μ = 0
    · exact Or.inl h0
    by_cases hU : μ = U
    · exact Or.inr (Or.inl hU)
    have e0 := congrFun h 0
    have e1 := congrFun h 1
    have e2 := congrFun h 2
    have e3 := congrFun h 3
    simp [twoElectron, Matrix.mulVec, dotProduct, Fin.sum_univ_four] at e0 e1 e2 e3
    -- away from 0 and U the eigenvector is symmetric under both exchanges
    have h12 : v 1 = v 2 := mul_left_cancel₀ h0 (by linarith)
    have h03 : v 0 = v 3 := mul_left_cancel₀ (sub_ne_zero.2 hU) (by linarith)
    have A : (U - μ) * v 0 - 2 * t * v 1 = 0 := by linear_combination e0 - t * h12
    have B : -2 * t * v 0 - μ * v 1 = 0 := by linear_combination e1 - t * h03
    have hq : (μ ^ 2 - U * μ - 4 * t ^ 2) * v 0 = 0 := by
      linear_combination (-μ) * A + 2 * t * B
    rcases mul_eq_zero.1 hq with hq | ha
    · have hf : (μ - (U - √(U ^ 2 + 16 * t ^ 2)) / 2) *
          (μ - (U + √(U ^ 2 + 16 * t ^ 2)) / 2) = 0 := by
        linear_combination hq - hs / 4
      rcases mul_eq_zero.1 hf with hf | hf
      · exact Or.inr (Or.inr (Or.inl (sub_eq_zero.1 hf)))
      · exact Or.inr (Or.inr (Or.inr (sub_eq_zero.1 hf)))
    · have hb : v 1 = 0 := by
        rw [ha] at B
        exact (mul_eq_zero.1 (show μ * v 1 = 0 by linarith)).resolve_left h0
      refine absurd ?_ hv
      ext i
      fin_cases i
      exacts [ha, hb, h12.symm.trans hb, h03.symm.trans ha]
  · have hz : IsLevel (twoElectron t U) 0 := by
      refine ⟨![0, 1, -1, 0], fun h => ?_, ?_⟩
      · have h1 := congrFun h 1
        simp at h1
      · ext i
        fin_cases i <;> simp [twoElectron, Matrix.mulVec, dotProduct, Fin.sum_univ_four]
    have key : ∀ e : ℝ, e ^ 2 = U * e + 4 * t ^ 2 → IsLevel (twoElectron t U) e := by
      intro e he
      by_cases h0 : e = 0
      · rw [h0]
        exact hz
      · exact ⟨_, fun h => h0 (by simpa using congrFun h 0), secular_vector he⟩
    rintro (h | h | h | h)
    · rw [h]
      exact hz
    · rw [h]
      refine ⟨![1, 0, 0, -1], fun h => ?_, ?_⟩
      · have h1 := congrFun h 0
        simp at h1
      · ext i
        fin_cases i <;> simp [twoElectron, Matrix.mulVec, dotProduct, Fin.sum_univ_four]
    · exact key μ (by rw [h]; linear_combination hs / 4)
    · exact key μ (by rw [h]; linear_combination hs / 4)
```

The four levels hold for all real $t$ and $U$. Written out, the eigenvalue equation is
$$Uv_0-t(v_1+v_2)=\mu v_0,\qquad -t(v_0+v_3)=\mu v_1,$$
$$-t(v_0+v_3)=\mu v_2,\qquad -t(v_1+v_2)+Uv_3=\mu v_3.$$
Subtraction gives $\mu(v_1-v_2)=0$ and $(U-\mu)(v_0-v_3)=0$. If $\mu$ is neither $0$ nor $U$, then $v_1=v_2$ and $v_0=v_3$, which leaves
$$(U-\mu)v_0=2tv_1,\qquad -2tv_0=\mu v_1.$$
Eliminating $v_1$ gives $(\mu^2-U\mu-4t^2)v_0=0$. If $v_0=0$, then $v_1=0$ as well and the whole vector vanishes. So $\mu$ solves the quadratic, whose roots are $(U\pm\sqrt{U^2+16t^2})/2$. In the proof, `A` and `B` are the two reduced equations and `hq` is the eliminated one.

Conversely, $(0,1,-1,0)$ has energy $0$, $(1,0,0,-1)$ has energy $U$, and the preceding lemma serves each non-zero root of the quadratic. A root equal to $0$, which occurs only for $t=0$, is covered by the first vector.

```lean
/-- For non-zero hopping, `groundState` is an eigenvector with energy `E`, and no two-electron
level with Sz = 0 lies below `E`. -/
theorem groundState_spec {t : ℝ} (U : ℝ) (ht : t ≠ 0) :
    groundState t U ≠ 0 ∧
    twoElectron t U *ᵥ groundState t U = groundEnergy t U • groundState t U ∧
    ∀ μ, IsLevel (twoElectron t U) μ → groundEnergy t U ≤ μ := by
  refine ⟨fun h => ht ?_, secular_vector (groundEnergy_spec U ht).2, fun μ hμ => ?_⟩
  · simpa [groundState] using congrFun h 1
  · have hs : |U| ≤ √(U ^ 2 + 16 * t ^ 2) := Real.abs_le_sqrt (by nlinarith [sq_nonneg t])
    have h1 := abs_le.1 hs
    unfold groundEnergy
    rcases (twoElectron_levels t U μ).1 hμ with h | h | h | h <;> linarith [h1.1, h1.2]
```

For $t\neq0$ the vector is non-zero, since it contains $2t$. Because $|U|\le\sqrt{U^2+16t^2}$, the energy $E$ is at most $0$, at most $U$ and at most the other root, so it is the lowest level. The states with two parallel spins, absent from this matrix, have energy $0$ and add no new level.

## Poles and their weights

```lean
/-- If amplitudes `x`, `y` on two sites, not both zero, solve the hopping equations with
energy `e`, then `e` is `t` or `-t`. -/
theorem hopping_energy {t e x y : ℝ} (h0 : -t * y = e * x) (h1 : -t * x = e * y)
    (h : x ≠ 0 ∨ y ≠ 0) : e = t ∨ e = -t := by
  -- even and odd combinations decouple
  have hp : (e + t) * (x + y) = 0 := by linear_combination -h0 - h1
  have hm : (e - t) * (x - y) = 0 := by linear_combination h1 - h0
  rcases mul_eq_zero.1 hp with hp | hp
  · right; linarith
  rcases mul_eq_zero.1 hm with hm | hm
  · left; linarith
  · rcases h with h | h <;> exact absurd (by linarith) h
```

Adding the two hopping equations gives $(e+t)(x+y)=0$; subtracting them gives $(e-t)(x-y)=0$. If $e$ were neither $t$ nor $-t$, both amplitudes would vanish.

```lean
/-- For `t, U > 0` the removal poles are exactly `E - t` and `E + t`. -/
theorem removal_poles {t U : ℝ} (ht : 0 < t) (hU : 0 < U) (ω : ℝ) :
    IsRemovalPole t U ω ↔ ω = groundEnergy t U - t ∨ ω = groundEnergy t U + t := by
  obtain ⟨hneg, hsq⟩ := groundEnergy_spec U ht.ne'
  have hov : ∀ φ : Fin 2 → ℝ, φ ⬝ᵥ (removeUp *ᵥ groundState t U) =
      φ 0 * (-groundEnergy t U) + φ 1 * (2 * t) := by
    intro φ
    simp [removeUp, groundState, Matrix.mulVec, dotProduct, Fin.sum_univ_four]
  constructor
  · rintro ⟨φ, h, hw⟩
    rw [hov] at hw
    have e0 := congrFun h 0
    have e1 := congrFun h 1
    simp [oneElectron, Matrix.mulVec, dotProduct] at e0 e1
    have hne : φ 0 ≠ 0 ∨ φ 1 ≠ 0 := by
      by_contra hc
      rw [not_or, not_not, not_not] at hc
      exact hw (by rw [hc.1, hc.2]; ring)
    rcases hopping_energy (t := t) (e := groundEnergy t U - ω)
      (by linarith) (by linarith) hne with h | h
    · left; linarith
    · right; linarith
  · rintro (h | h)
    · refine ⟨![1, -1], ?_, ?_⟩
      · rw [h]
        ext i
        fin_cases i <;> simp [oneElectron, Matrix.mulVec, dotProduct]
      · -- the antibonding weight vanishes only for E = -2t
        rw [hov]
        intro h0
        change 1 * (-groundEnergy t U) + (-1) * (2 * t) = 0 at h0
        have hE : groundEnergy t U = -2 * t := by linarith
        rw [hE] at hsq
        nlinarith [mul_pos ht hU]
    · refine ⟨![1, 1], ?_, ?_⟩
      · rw [h]
        ext i
        fin_cases i <;> simp [oneElectron, Matrix.mulVec, dotProduct]
      · rw [hov]
        intro h0
        change 1 * (-groundEnergy t U) + 1 * (2 * t) = 0 at h0
        linarith
```

The lemma restricts $E-\omega$ to $\pm t$, so $\omega=E\mp t$. It remains to check the overlap, which `hov` computes as $-E\varphi_0+2t\varphi_1$.

For the bonding vector $(1,1)$ it is $2t-E>0$. For the antibonding vector $(1,-1)$ it is $-E-2t$, which vanishes only if $E=-2t$. The secular equation would then read $4t^2=-2tU+4t^2$, so $tU=0$, which is excluded. With normalised states the weights are
$$\frac{(2t\mp E)^2}{4(E^2+4t^2)},$$
the upper sign for bonding. They add up to $\tfrac12$, the up-spin occupation of site 1.

```lean
/-- For `t, U > 0` the addition poles are exactly `U + t - E` and `U - t - E`. -/
theorem addition_poles {t U : ℝ} (ht : 0 < t) (hU : 0 < U) (ω : ℝ) :
    IsAdditionPole t U ω ↔ ω = U + t - groundEnergy t U ∨ ω = U - t - groundEnergy t U := by
  obtain ⟨hneg, hsq⟩ := groundEnergy_spec U ht.ne'
  have hov : ∀ φ : Fin 2 → ℝ, φ ⬝ᵥ (addUp *ᵥ groundState t U) =
      φ 0 * (2 * t) + φ 1 * (-groundEnergy t U) := by
    intro φ
    simp [addUp, groundState, Matrix.mulVec, dotProduct, Fin.sum_univ_four]
  constructor
  · rintro ⟨φ, h, hw⟩
    rw [hov] at hw
    have e0 := congrFun h 0
    have e1 := congrFun h 1
    simp [threeElectron, Matrix.mulVec, dotProduct] at e0 e1
    have hne : φ 0 ≠ 0 ∨ φ 1 ≠ 0 := by
      by_contra hc
      rw [not_or, not_not, not_not] at hc
      exact hw (by rw [hc.1, hc.2]; ring)
    rcases hopping_energy (t := t) (e := groundEnergy t U + ω - U)
      (by linarith) (by linarith) hne with h | h
    · left; linarith
    · right; linarith
  · rintro (h | h)
    · refine ⟨![1, -1], ?_, ?_⟩
      · rw [h]
        ext i
        fin_cases i <;> simp [threeElectron, Matrix.mulVec, dotProduct]
      · rw [hov]
        intro h0
        change 1 * (2 * t) + (-1) * (-groundEnergy t U) = 0 at h0
        have hE : groundEnergy t U = -2 * t := by linarith
        rw [hE] at hsq
        nlinarith [mul_pos ht hU]
    · refine ⟨![1, 1], ?_, ?_⟩
      · rw [h]
        ext i
        fin_cases i <;> simp [threeElectron, Matrix.mulVec, dotProduct] <;> linarith
      · rw [hov]
        intro h0
        change 1 * (2 * t) + 1 * (-groundEnergy t U) = 0 at h0
        linarith
```

The three-electron energies are $U\pm t$, so the addition poles are $U\pm t-E$. The proof subtracts $U$ and uses the same hopping lemma. The overlaps are $2t+E$ for $(1,-1)$ and $2t-E$ for $(1,1)$, non-zero for the same reasons.

```lean
/-- For `t, U > 0` the Green's function has a removal pole `E - t` below all two-electron levels
with Sz = 0 and an addition pole `U + t - E` above all of them. -/
theorem poles_outside_spectrum {t U : ℝ} (ht : 0 < t) (hU : 0 < U) :
    IsRemovalPole t U (groundEnergy t U - t) ∧ IsAdditionPole t U (U + t - groundEnergy t U) ∧
    ∀ μ, IsLevel (twoElectron t U) μ →
      groundEnergy t U - t < μ ∧ μ < U + t - groundEnergy t U := by
  refine ⟨(removal_poles ht hU _).2 (Or.inl rfl), (addition_poles ht hU _).2 (Or.inl rfl),
    fun μ hμ => ?_⟩
  have hneg := (groundEnergy_spec U ht.ne').1
  have hE : groundEnergy t U = (U - √(U ^ 2 + 16 * t ^ 2)) / 2 := rfl
  rcases (twoElectron_levels t U μ).1 hμ with h | h | h | h <;> constructor <;> linarith
```

This is the main theorem. The highest two-electron level is $(U+\sqrt{U^2+16t^2})/2=U-E$, so all levels lie between $E$ and $U-E$. The removal pole $E-t$ is below this range by $t$, and the addition pole $U+t-E$ is above it by $t$. The proof takes both poles from the two preceding theorems and checks the inequalities level by level. The comparison relies on the site energy being zero: a site energy $\varepsilon$ would shift the two-electron levels by $2\varepsilon$ but the poles only by $\varepsilon$. The exact pole positions can serve as a test for a Green's-function code applied to this two-site model.

## Without interaction, and at $U=3t$

```lean
/-- Without interaction, `U = 0`, and for `t > 0`, the energy `E - t` is not a removal pole. -/
theorem no_satellite_without_interaction {t : ℝ} (ht : 0 < t) :
    ¬ IsRemovalPole t 0 (groundEnergy t 0 - t) := by
  obtain ⟨hneg, hsq⟩ := groundEnergy_spec 0 ht.ne'
  have hE : groundEnergy t 0 + 2 * t = 0 := by
    have h : (groundEnergy t 0 - 2 * t) * (groundEnergy t 0 + 2 * t) = 0 := by
      linear_combination hsq
    rcases mul_eq_zero.1 h with h | h <;> linarith
  rintro ⟨φ, h, hw⟩
  have e0 := congrFun h 0
  simp [oneElectron, Matrix.mulVec, dotProduct] at e0
  have h0 : -t * φ 1 = t * φ 0 := by linarith
  -- the antibonding state is orthogonal to what removal leaves behind
  apply hw
  have hov : φ ⬝ᵥ (removeUp *ᵥ groundState t 0) =
      φ 0 * (-groundEnergy t 0) + φ 1 * (2 * t) := by
    simp [removeUp, groundState, Matrix.mulVec, dotProduct, Fin.sum_univ_four]
  rw [hov]
  linear_combination (-φ 0) * hE - 2 * h0
```

At $U=0$ the secular equation gives $E=-2t$: both electrons occupy the bonding orbital. An eigenvector of energy $+t$ has $\varphi_1=-\varphi_0$, and its overlap is $2t\varphi_0-2t\varphi_0=0$. The outer removal pole therefore disappears, although the energy difference $E-t$ still exists. In the opposite limit, $U\to\infty$ at fixed $t$, $E$ tends to $0$ and both removal weights tend to $\tfrac14$.

```lean
/-- At `U = 3t` with `t > 0`, the energy `0` is both a removal pole and a two-electron level. -/
theorem accidental_coincidence {t : ℝ} (ht : 0 < t) :
    IsRemovalPole t (3 * t) 0 ∧ IsLevel (twoElectron t (3 * t)) 0 := by
  obtain ⟨hneg, hsq⟩ := groundEnergy_spec (3 * t) ht.ne'
  refine ⟨(removal_poles ht (by linarith) 0).2 (Or.inr ?_),
    (twoElectron_levels t (3 * t) 0).2 (Or.inl rfl)⟩
  have h : (groundEnergy t (3 * t) - 4 * t) * (groundEnergy t (3 * t) + t) = 0 := by
    linear_combination hsq
  rcases mul_eq_zero.1 h with h | h <;> linarith

end

end HubbardDimerLehmann
```

At $U=3t$ the secular equation factorises as $(E-4t)(E+t)=0$, and $E<0$ selects $E=-t$. The inner removal pole $E+t$ is then $0$, which is also a two-electron level. A pole can thus coincide with an $N$-electron eigenvalue, but it need not.

```lean
#print axioms HubbardDimerLehmann.groundState_spec
#print axioms HubbardDimerLehmann.poles_outside_spectrum
#print axioms HubbardDimerLehmann.no_satellite_without_interaction
#print axioms HubbardDimerLehmann.accidental_coincidence
```

```
'HubbardDimerLehmann.groundState_spec' depends on axioms: [propext, Classical.choice, Quot.sound]
'HubbardDimerLehmann.poles_outside_spectrum' depends on axioms: [propext, Classical.choice, Quot.sound]
'HubbardDimerLehmann.no_satellite_without_interaction' depends on axioms: [propext, Classical.choice, Quot.sound]
'HubbardDimerLehmann.accidental_coincidence' depends on axioms: [propext, Classical.choice, Quot.sound]
```
